# Two atoms in a square periodic cell can have zero net force and nonzero torque

Q: Before I argue about torques, tell me what the system is and which conventions you use.

A: Two classical atoms sit at r and s in a plane. Lean stores each position as a pair of reals, with components `r.1` and `r.2` along the two cell axes. I write the separation as

X = r.1 − s.1,  Y = r.2 − s.2.

The energy has an amplitude A and a wavenumber k:

E = −A (cos kX + cos kY).

For k > 0 the cell has edge length L = 2π/k.

```lean
import Mathlib

open Real

namespace PeriodicCellTorque

noncomputable section

/-- Energy of two atoms at `r` and `s` in a square periodic cell, with amplitude `A` and
wavenumber `k` along both cell axes. -/
def energy (A k : ℝ) (r s : ℝ × ℝ) : ℝ :=
  -A * (Real.cos (k * (r.1 - s.1)) + Real.cos (k * (r.2 - s.2)))
```

Q: Where does that energy come from? Real atoms don't interact through two cosines.

A: It is postulated. It stands for the lowest Fourier components, along the two cell axes, of a periodic pair interaction. With A > 0 it pulls the atoms together at short separation, and with A < 0 it pushes them apart. The force on the atom at r is then written down as a formula.

```lean
/-- Force on the atom at `r` due to the atom at `s`. -/
def force (A k : ℝ) (r s : ℝ × ℝ) : ℝ × ℝ :=
  (-(A * k * Real.sin (k * (r.1 - s.1))), -(A * k * Real.sin (k * (r.2 - s.2))))
```

Q: And torque in a plane is a single number?

A: Yes, the out-of-plane component of the cross product, positive when it turns the pair counterclockwise. The total torque adds lever arm cross force over both atoms, about an arbitrary origin o. In the second term, `force A k s r` has its arguments exchanged, so it is the force on the atom at s.

```lean
/-- Cross product of two vectors in the plane. -/
def cross (a b : ℝ × ℝ) : ℝ := a.1 * b.2 - a.2 * b.1

/-- Total torque about the origin `o` on the pair of atoms at `r` and `s`. -/
def totalTorque (A k : ℝ) (o r s : ℝ × ℝ) : ℝ :=
  cross (r - o) (force A k r s) + cross (s - o) (force A k s r)
```

Q: Lever arms in a periodic cell worry me. Which image of the atom do you use?

A: The positions exactly as given. Shifting one atom by a cell length leaves the forces alone but changes its lever arm, and so in general the torque. The main theorem therefore takes both separation components below half a cell length, which selects the nearest image. One more definition rotates a point about o by an angle θ, and we will need it to say where the torque comes from.

```lean
/-- Rotation of the point `r` about `o` by the angle `θ`. -/
def rotate (o : ℝ × ℝ) (θ : ℝ) (r : ℝ × ℝ) : ℝ × ℝ :=
  (o.1 + Real.cos θ * (r.1 - o.1) - Real.sin θ * (r.2 - o.2),
   o.2 + Real.sin θ * (r.1 - o.1) + Real.cos θ * (r.2 - o.2))
```

Q: Now derive the result by hand, without Lean.

A: Differentiate E with respect to the coordinates of the atom at r and change the sign:

F = (−Ak sin kX, −Ak sin kY).

Exchanging the atoms turns X and Y into −X and −Y. The sine is odd, so the other atom feels −F, and the net force is zero. The total torque τ about o is

τ = (r − o) × F + (s − o) × (−F) = (r − s) × F.

The origin has gone. Writing out the cross product gives

τ = X·(−Ak sin kY) − Y·(−Ak sin kX) = Ak (Y sin kX − X sin kY).

Q: When is that zero?

A: Suppose 0 < X < Y and kY < π. The point kX lies between 0 and kY:

kX = (1 − X/Y)·0 + (X/Y)·kY.

The sine is strictly concave on [0, π], so its graph lies above the chord:

sin kX > (1 − X/Y) sin 0 + (X/Y) sin kY = (X/Y) sin kY.

Multiplying by Y gives Y sin kX > X sin kY, so the bracket in τ is positive. If Y < X instead, the same argument with the names exchanged makes it negative. If X = Y, it is zero. So for A ≠ 0, k > 0 and both X and Y strictly between 0 and π/k, the torque vanishes exactly when X = Y.

Q: Fine. But a formal file can define "energy" and "force" as it likes. What ties these formulas to the physics?

A: Three theorems do. The first says that the energy really is periodic: any L with kL = 2π may be added to either coordinate of an atom. The proof rewrites the cosine's argument as the old one plus 2π.

```lean
/-- The energy is unchanged when an atom is moved by one cell length `L`, with `k L = 2π`,
along either cell axis. -/
theorem energy_periodic (A k L : ℝ) (hL : k * L = 2 * π) (r s : ℝ × ℝ) :
    energy A k (r.1 + L, r.2) s = energy A k r s ∧
      energy A k (r.1, r.2 + L) s = energy A k r s := by
  have h1 : k * (r.1 + L - s.1) = k * (r.1 - s.1) + 2 * π := by linear_combination hL
  have h2 : k * (r.2 + L - s.2) = k * (r.2 - s.2) + 2 * π := by linear_combination hL
  constructor
  · simp only [energy, h1, Real.cos_add_two_pi]
  · simp only [energy, h2, Real.cos_add_two_pi]
```

The second says that the energy doesn't care which atom is called r.

```lean
/-- The energy is symmetric under exchange of the two atoms. -/
theorem energy_comm (A k : ℝ) (r s : ℝ × ℝ) : energy A k s r = energy A k r s := by
  have h1 : k * (s.1 - r.1) = -(k * (r.1 - s.1)) := by ring
  have h2 : k * (s.2 - r.2) = -(k * (r.2 - s.2)) := by ring
  unfold energy
  rw [h1, h2, Real.cos_neg, Real.cos_neg]
```

The third says that each force component is minus the derivative of the energy with respect to that coordinate. `HasDerivAt` states that the derivative exists and has the given value. The proof assembles it by the chain rule, and `ring` matches the result to the force formula.

```lean
/-- Each component of the force on an atom is minus the derivative of the energy with respect
to the corresponding coordinate of that atom. -/
theorem force_eq_neg_gradient (A k : ℝ) (r s : ℝ × ℝ) :
    HasDerivAt (fun t => energy A k (t, r.2) s) (-(force A k r s).1) r.1 ∧
      HasDerivAt (fun t => energy A k (r.1, t) s) (-(force A k r s).2) r.2 := by
  constructor
  · have h := ((((hasDerivAt_id' r.1).sub_const s.1).const_mul k).cos.add_const
      (Real.cos (k * (r.2 - s.2)))).const_mul (-A)
    exact h.congr_deriv (by simp only [force]; ring)
  · have h := ((((hasDerivAt_id' r.2).sub_const s.2).const_mul k).cos.const_add
      (Real.cos (k * (r.1 - s.1)))).const_mul (-A)
    exact h.congr_deriv (by simp only [force]; ring)
```

Q: That covers the atom at r. What about the other one?

A: Apply the same theorem with the atoms exchanged. By `energy_comm` the energy being differentiated is still the energy of the same pair, so `force A k s r` is the true force on the atom at s. That it is opposite to the first force is the next theorem, proved from the oddness of the sine.

```lean
/-- The forces on the two atoms are opposite. -/
theorem force_swap (A k : ℝ) (r s : ℝ × ℝ) : force A k s r = -force A k r s := by
  have h1 : k * (s.1 - r.1) = -(k * (r.1 - s.1)) := by ring
  have h2 : k * (s.2 - r.2) = -(k * (r.2 - s.2)) := by ring
  unfold force
  rw [h1, h2, Real.sin_neg, Real.sin_neg]
  ext <;> simp
```

The torque formula follows. The proof replaces the second force by minus the first, expands the cross products, and leaves the cancellation of o to `ring`.

```lean
/-- The total torque depends only on the separation of the atoms, and not on the origin `o`. -/
theorem totalTorque_eq (A k : ℝ) (o r s : ℝ × ℝ) :
    totalTorque A k o r s = A * k * ((r.2 - s.2) * Real.sin (k * (r.1 - s.1))
      - (r.1 - s.1) * Real.sin (k * (r.2 - s.2))) := by
  unfold totalTorque
  rw [force_swap A k r s]
  simp only [cross, force, Prod.fst_sub, Prod.snd_sub, Prod.fst_neg, Prod.snd_neg]
  ring
```

Q: In free space, opposite forces between two atoms usually point along the line joining them. What has gone wrong here?

A: The energy isn't invariant under rotation. It depends on X and Y separately and not only on the distance, because the cell axes single out two directions. To see the link, rotate both atoms rigidly by θ. The separation becomes

(X cos θ − Y sin θ, X sin θ + Y cos θ),

and its derivative at θ = 0 is (−Y, X). The chain rule gives

dE/dθ = Ak (−Y sin kX + X sin kY) = −τ.

So the torque is minus the slope of the energy under rotation, and a rotationally invariant energy would have none. In Lean, `e` first rewrites the rotated energy in terms of the separation alone, `hx` and `hy` differentiate the two rotated components, and the last lines evaluate the result at angle zero.

```lean
/-- The total torque about `o` is minus the derivative of the energy with respect to the angle
of a rigid rotation of both atoms about `o`, taken at angle zero. -/
theorem torque_eq_neg_rotation_derivative (A k : ℝ) (o r s : ℝ × ℝ) :
    HasDerivAt (fun θ => energy A k (rotate o θ r) (rotate o θ s))
      (-totalTorque A k o r s) 0 := by
  -- only the separation vector matters, and it rotates rigidly
  have e : (fun θ => energy A k (rotate o θ r) (rotate o θ s)) = fun θ =>
      -A * (Real.cos (k * (Real.cos θ * (r.1 - s.1) - Real.sin θ * (r.2 - s.2)))
        + Real.cos (k * (Real.sin θ * (r.1 - s.1) + Real.cos θ * (r.2 - s.2)))) := by
    funext θ
    simp only [energy, rotate]
    ring_nf
  have hx := (((Real.hasDerivAt_cos 0).mul_const (r.1 - s.1)).fun_sub
    ((Real.hasDerivAt_sin 0).mul_const (r.2 - s.2))).const_mul k
  have hy := (((Real.hasDerivAt_sin 0).mul_const (r.1 - s.1)).fun_add
    ((Real.hasDerivAt_cos 0).mul_const (r.2 - s.2))).const_mul k
  have h := (hx.cos.fun_add hy.cos).const_mul (-A)
  rw [e]
  refine h.congr_deriv ?_
  rw [totalTorque_eq]
  simp only [Real.cos_zero, Real.sin_zero, one_mul, zero_mul, sub_zero, zero_add]
  ring
```

Q: And the concavity argument?

A: It is a lemma of its own, with x and y for the two lengths. `strictConcaveOn_sin_Icc` is applied at the endpoints 0 and k y with weights 1 − x/y and x/y, as in the derivation. The equation `e` identifies the intermediate point as k x, and `div_lt_iff₀` clears the denominator.

```lean
/-- For `k > 0` and `0 < x < y` with `k y < π`, the ratio of `sin (k x)` to `x` exceeds that of
`sin (k y)` to `y`, written here without division. -/
theorem mul_sin_lt_mul_sin {k x y : ℝ} (hk : 0 < k) (hx : 0 < x) (hxy : x < y)
    (hy : k * y < π) : x * Real.sin (k * y) < y * Real.sin (k * x) := by
  have hy0 : 0 < y := hx.trans hxy
  have hky : 0 < k * y := mul_pos hk hy0
  have h0 : (0 : ℝ) ∈ Set.Icc 0 π := ⟨le_rfl, Real.pi_pos.le⟩
  have h1 : k * y ∈ Set.Icc 0 π := ⟨hky.le, hy.le⟩
  -- strict concavity of the sine between 0 and k y, at the intermediate point k x
  have h := strictConcaveOn_sin_Icc.2 h0 h1 hky.ne
    (sub_pos.2 ((div_lt_one hy0).2 hxy)) (div_pos hx hy0) (sub_add_cancel 1 (x / y))
  have e : x / y * (k * y) = k * x := by field_simp
  simp only [smul_eq_mul, Real.sin_zero, mul_zero, zero_add, e] at h
  rw [div_mul_eq_mul_div, div_lt_iff₀ hy0] at h
  linarith
```

Q: Then read me the main theorem in words.

A: Let A be nonzero and k positive, and let both separation components be positive and less than π/k, half the cell length. Then the two forces add up to zero, and for any origin o the total torque is zero if and only if the two components are equal. The hypotheses `hx` and `hx'` bound the first component, and `hy` and `hy'` the second.

The proof takes the first part from `force_swap`. For the second, it divides out the nonzero factor A k and splits into the three cases X < Y, X = Y and X > Y. The lemma contradicts zero torque in the two unequal cases. The converse is a substitution.

```lean
/-- Let `A ≠ 0`, `k > 0`, and let both components of the separation lie strictly between zero
and half the cell length `2π/k`. Then the net force is zero, and the total torque vanishes if
and only if the two components are equal. -/
theorem net_force_zero_and_torque_zero_iff {A k : ℝ} (hA : A ≠ 0) (hk : 0 < k)
    (o r s : ℝ × ℝ) (hx : 0 < r.1 - s.1) (hx' : k * (r.1 - s.1) < π)
    (hy : 0 < r.2 - s.2) (hy' : k * (r.2 - s.2) < π) :
    force A k r s + force A k s r = 0 ∧
      (totalTorque A k o r s = 0 ↔ r.1 - s.1 = r.2 - s.2) := by
  refine ⟨by rw [force_swap A k r s, add_neg_cancel], ?_⟩
  rw [totalTorque_eq]
  constructor
  · intro h
    have h' := (mul_eq_zero.mp h).resolve_left (mul_ne_zero hA hk.ne')
    -- unequal components would give the torque a definite sign
    rcases lt_trichotomy (r.1 - s.1) (r.2 - s.2) with hlt | heq | hgt
    · have := mul_sin_lt_mul_sin hk hx hlt hy'
      linarith
    · exact heq
    · have := mul_sin_lt_mul_sin hk hy hgt hx'
      linarith
  · intro h
    rw [h, sub_self, mul_zero]
```

Q: Why insist on positive components? A bond along a cell axis is a perfectly good geometry.

A: It is, and it has zero torque with unequal components. If X = 0, both terms of the torque formula vanish, whatever Y is. So the equivalence would fail if the first component were merely required to be nonnegative. The next theorem states this case for the second cell axis.

```lean
/-- The total torque also vanishes when the separation is along the second cell axis,
whatever its length. -/
theorem torque_zero_of_axis (A k : ℝ) (o r s : ℝ × ℝ) (h : r.1 = s.1) :
    totalTorque A k o r s = 0 := by
  rw [totalTorque_eq, h]
  simp
```

Q: Give me numbers that I can check myself.

A: Take A = k = 1, with one atom at (π/2, π/6) and the other at the origin. The cell length is 2π, so both components are below half of it. Since sin(π/2) = 1 and sin(π/6) = 1/2, the forces are

(−1, −1/2) on the first atom and (1, 1/2) on the second.

They add to zero. The torque is

τ = (π/6)·1 − (π/2)·(1/2) = π/6 − π/4 = −π/12.

The minus sign means clockwise: the pair is being turned towards the first cell axis. The last theorem states this value for every origin.

```lean
/-- For `A = k = 1` and atoms at `(π/2, π/6)` and `(0, 0)`, the net force is zero and the total
torque about any origin `o` is `-π/12`. -/
theorem spurious_torque_value (o : ℝ × ℝ) :
    force 1 1 (π / 2, π / 6) (0, 0) + force 1 1 (0, 0) (π / 2, π / 6) = 0 ∧
      totalTorque 1 1 o (π / 2, π / 6) (0, 0) = -(π / 12) := by
  refine ⟨by rw [force_swap 1 1 (π / 2, π / 6) (0, 0), add_neg_cancel], ?_⟩
  rw [totalTorque_eq]
  simp only [sub_zero, one_mul, Real.sin_pi_div_two, Real.sin_pi_div_six]
  ring

end

end PeriodicCellTorque
```

```lean
#print axioms PeriodicCellTorque.torque_eq_neg_rotation_derivative
#print axioms PeriodicCellTorque.net_force_zero_and_torque_zero_iff
#print axioms PeriodicCellTorque.torque_zero_of_axis
#print axioms PeriodicCellTorque.spurious_torque_value
```

```
'PeriodicCellTorque.torque_eq_neg_rotation_derivative' depends on axioms: [propext, Classical.choice, Quot.sound]
'PeriodicCellTorque.net_force_zero_and_torque_zero_iff' depends on axioms: [propext, Classical.choice, Quot.sound]
'PeriodicCellTorque.torque_zero_of_axis' depends on axioms: [propext, Classical.choice, Quot.sound]
'PeriodicCellTorque.spurious_torque_value' depends on axioms: [propext, Classical.choice, Quot.sound]
```

Q: You keep saying "zero net force". If I relax a structure until the forces are zero, surely the torque is zero as well?

A: If the force on every atom is zero, yes, since each term of the torque vanishes. Here only the sum of the forces is zero, and each atom still feels one. A check on the sum alone cannot detect the torque.

Q: Two atoms pulled about by cosines are hardly a molecule, though. Where is the bond?

A: There is none in the model. Suppose you add a bond whose force acts along the separation, with opposite forces on the two atoms. It contributes nothing to the net force or to the total torque, so both stay as they were. The bond can hold the length fixed while the periodic term still turns the molecule.

Q: What happens when the molecule is small compared with the cell?

A: Expand the sines for small kX and kY, using sin u ≈ u − u³/6. The linear terms cancel, and what remains is

τ ≈ (A k⁴/6) XY (Y² − X²).

To second order the energy is

E ≈ −2A + (A k²/2)(X² + Y²),

which depends only on the distance and exerts no torque. The square shape of the cell first shows at fourth order. If you enlarge the cell while holding the stiffness K = Ak² and the separation fixed, then

τ ≈ (K k²/6) XY (Y² − X²),  with k = 2π/L,

so the leading torque falls off as 1/L². With A held fixed instead, it falls off as 1/L⁴. The model doesn't say how A changes with L, so neither power predicts how a real calculation converges with cell size. This expansion is a supplement by hand to the theorems above.

Q: So what may I take from this for a plane-wave calculation?

A: In this classical model of two atoms in a plane, with one wavenumber and a square cell, a vanishing sum of forces coexists with a torque that the cell itself produces, so when you simulate an isolated molecule in a periodic cell, the net force and the net torque deserve separate checks. The theorems give no estimate of the torque in a real calculation, where there are many Fourier components, three dimensions and an electronic energy. The equivalence in the main theorem also covers only one quadrant of separations, although reflecting a cell axis carries the others into it, with the condition X = Y becoming |X| = |Y|.
